# The Weaire–Thorpe gap and half filling on an arbitrary finite network

## Physical setting

An amorphous tetrahedral network has no lattice, so there is no Bloch band structure from which to read off a gap. Diagonalising one network proves nothing about the next, and a gap found numerically could lie at the wrong electron count. The result below settles both points for a finite, one-electron, two-parameter model, for any connectivity in which every hybrid is paired with another, provided the bond coupling exceeds twice the intra-atomic coupling in size.

Let $A$ be a finite set of atoms, each with four orthonormal hybrids $p=(a,i)$, $i=0,\dots,3$, so that the dimension is $N=4\,\#A$. The unit vector $s_a$ has amplitude $1/2$ on the hybrids of atom $a$, and $P=\sum_a s_a s_a^{\mathsf T}$. A map $\sigma$ sends each hybrid to its bond partner, and $(Tx)_p=x_{\sigma p}$. With real $V_1,V_2$,
$$H=V_1(4P-1)+V_2T .$$
Since $P_{pq}=1/4$ within an atom, $V_1$ couples different hybrids of one atom, and $V_2$ couples bond partners. The energy of a single hybrid is the zero of energy. For $V_2=0$ each atom has one $s$ level at $3V_1$ and three $p$ levels at $-V_1$, so $V_1<0$ when $s$ lies below $p$.

## Statement

1. If $\sigma\sigma p=p$ for all $p$, and $Hx=Ex$ with $x\neq0$, then $|V_2|-2|V_1|\le|E-V_1|\le|V_2|+2|V_1|$.
2. If also $\sigma p\ne p$ for all $p$ and $|V_2|>2|V_1|$, exactly $N/2$ eigenvalues, with multiplicity, lie below $V_1$.
3. For nonempty $A$ and any $\sigma$, the uniform state has $E=3V_1+V_2$. If $V_1V_2\le0$ and $2|V_1|\le|V_2|$, then $|E-V_1|=|V_2|-2|V_1|$.

Four non-interacting electrons per atom, two per level, fill $N/2$ levels, so under the conditions of 2 and for nonempty $A$ the first empty level lies at least $2(|V_2|-2|V_1|)$ above the last filled one.

## Derivation

Put $S=2P-1$, so that $H-V_1=2V_1S+V_2T$. From $P^{\mathsf T}=P=P^2$ follows $Sx\cdot Sx=4\,Px\cdot Px-4\,Px\cdot x+x\cdot x=x\cdot x$. An involution permutes the amplitudes, so $Tx\cdot Tx=x\cdot x$. Write $r=x\cdot x>0$. If $u\cdot u=v\cdot v=r$, then $0\le(u\pm v)\cdot(u\pm v)=2r\pm2u\cdot v$ gives $|u\cdot v|\le r$.

The eigenvalue equation is $(E-V_1)x=2V_1Sx+V_2Tx$. Its product with $x$ gives $|E-V_1|\,r\le2|V_1|\,r+|V_2|\,r$. Its product with $Tx$ gives
$$V_2\,r=(E-V_1)\,Tx\cdot x-2V_1\,Tx\cdot Sx ,$$
hence $|V_2|\le|E-V_1|+2|V_1|$.

The count rests on a lemma. Let $M$ be real symmetric of size $n$ with eigenvalues $\lambda_k$, let $\mu,s$ be real, and suppose $s\,x\cdot(M-\mu)x>0$ for every $x\neq0$ obeying $m$ linear constraints. Let $K=\{k: s(\lambda_k-\mu)>0\}$, and let $y_k$ be the components of $x$ along orthonormal eigenvectors. If $x$ obeys the constraints and $y_k=0$ on $K$, then $s\,x\cdot(M-\mu)x=\sum_{k\notin K}s(\lambda_k-\mu)y_k^2\le0$, so $x=0$. These $m+\#K$ numbers therefore determine $x$, and $n\le m+\#K$.

Number the hybrids and let $L$ hold those that precede their partner. Without fixed points, $p\in L$ or $\sigma p\in L$ for every $p$, and $\sigma$ maps $L$ injectively into its complement, so $\#L\le N/2$. For $\varepsilon=\pm1$, the $\#L$ constraints $x_{\sigma p}=\varepsilon x_p$ with $p\in L$ imply $Tx=\varepsilon x$. For $s=\pm1$ choose $\varepsilon$ with $s\varepsilon V_2=|V_2|$. Then
$$s\,x\cdot(H-V_1)x=|V_2|\,r+2sV_1\,x\cdot Sx\ge(|V_2|-2|V_1|)\,r>0 .$$
The lemma with $s=+1$ and $s=-1$ puts at least $N-\#L\ge N/2$ eigenvalues above $V_1$ and as many below, so the number below is $N/2$.

For the uniform vector $\mathbf 1$, $P\mathbf 1=T\mathbf 1=\mathbf 1$, so $E-V_1=2V_1+V_2$, which has modulus $|V_2|-2|V_1|$ under the conditions of 3.

## What the formal version assumes

Hybrids are `A × Fin 4`, and states are real functions on them. `symOrbital`, `atomProj`, `reflection`, `bondMatrix` and `hamiltonian` are $s_a,P,S,T,H$. Statement 1 is `spectrum_bounds`; `weaire_thorpe_gap` joins its lower bound to statement 2, written as twice the count equals `Fintype.card (A × Fin 4)`. The `eigenvalues` are indexed by the hybrids, one per dimension, which is how multiplicity enters. In `gap_edge_attained` the vector `1` is unnormalised; the normalised amplitude is $1/(2\sqrt{\#A})$. Its condition $V_1V_2\le0$ leaves out the usual choice of two negative couplings. For $V_1V_2>0$ and the conditions of 2 the bound is attained as well, though this is not formalised: the subspaces $S=-1$ and $T=+1$ have dimensions $3\,\#A$ and $2\,\#A$, so they share at least $\#A$ independent states, and these have $E-V_1=V_2-2V_1$.

These theorems concern finite matrices and do not give the density of states of an infinite network. For $|V_2|<2|V_1|$ the lower bound in 1 is empty. There the product of the eigenvalue equation with $Sx$ gives $|E-V_1|\ge2|V_1|-|V_2|$, but this gap is not at half filling: the form of $H-V_1$ has the sign of $V_1$ on the subspace $S=+1$, of dimension $\#A$, and the opposite sign on $S=-1$, of dimension $3\,\#A$, so a quarter of the levels lie below $V_1$ if $V_1<0$ and three quarters if $V_1>0$. That case is not formalised here. Disorder enters only through $\sigma$: the couplings are the same everywhere, and a dangling hybrid with a zero row in $T$ is excluded. Partners are not required to sit on different atoms. `bond_witness` shows that `fiveAtomBond`, pairing $(a,i)$ with $(a+i+1 \bmod 5,\,3-i)$, is a fixed-point-free involution that does link different atoms.

The examples that follow are worked on paper, not in Lean. Without `hfix`, the condition $\sigma p\ne p$, take one atom, $\sigma$ the identity, $V_1=-1$, $V_2=-3$: the levels are $-6,-2,-2,-2$, and all four lie below $V_1$. Without `hV`, the condition $|V_2|>2|V_1|$, take $V_1=1$, $V_2=0$: three quarters of the levels sit at $-1$, below $V_1$.

For the five-atom network with $V_1=-1$, $V_2=-3$, one has $s_a\cdot Ts_b=1/4$ for $a\ne b$ and $0$ for $a=b$. This $5\times5$ matrix has the eigenvalue $1$ once, for the uniform state with $E-V_1=-5$, and $-1/4$ four times. For an eigenvector $\varphi$ of the latter kind, $ST+TS=-1/2$ on the plane spanned by $\varphi$ and $T\varphi$, so $(E-V_1)^2=4+9+6(-1/2)=10$, with one root of each sign. The other eleven states have $S=-1$: five with $T=+1$ give $E-V_1=-1$, and six with $T=-1$ give $+5$. Ten of the twenty levels lie below $V_1$, all distances are between $1$ and $5$, and the levels sum to $\operatorname{tr}H=0$.

## The Lean file

```lean
import Mathlib

open Matrix

namespace WeaireThorpe

noncomputable section

variable {A : Type*} [Fintype A] [DecidableEq A]

/-- The normalised symmetric combination of the four hybrids of atom `a`. -/
def symOrbital (a : A) : A × Fin 4 → ℝ := fun p => if p.1 = a then 1 / 2 else 0

/-- `P`: the sum over atoms of the projectors onto the symmetric combinations. -/
def atomProj (A : Type*) [Fintype A] [DecidableEq A] : Matrix (A × Fin 4) (A × Fin 4) ℝ :=
  ∑ a : A, vecMulVec (symOrbital a) (symOrbital a)

/-- The operator `S = 2P - 1`. -/
def reflection (A : Type*) [Fintype A] [DecidableEq A] : Matrix (A × Fin 4) (A × Fin 4) ℝ :=
  (2 : ℝ) • atomProj A - 1

/-- `T`: the matrix that links each hybrid `p` to its partner `σ p`. -/
def bondMatrix (σ : A × Fin 4 → A × Fin 4) : Matrix (A × Fin 4) (A × Fin 4) ℝ :=
  Matrix.of fun p q => if σ p = q then 1 else 0

/-- The Weaire-Thorpe Hamiltonian `H = V1 (4P - 1) + V2 T`. -/
def hamiltonian (V1 V2 : ℝ) (σ : A × Fin 4 → A × Fin 4) : Matrix (A × Fin 4) (A × Fin 4) ℝ :=
  V1 • ((4 : ℝ) • atomProj A - 1) + V2 • bondMatrix σ

/-- `P` has the element 1/4 between hybrids of the same atom and 0 otherwise. -/
theorem atomProj_apply (p q : A × Fin 4) :
    atomProj A p q = if p.1 = q.1 then 1 / 4 else 0 := by
  simp only [atomProj, Matrix.sum_apply, vecMulVec_apply, symOrbital]
  rw [Finset.sum_eq_single p.1]
  · by_cases h : p.1 = q.1
    · simp [h]
      norm_num
    · simp [h, Ne.symm h]
  · intro b _ hb
    simp [Ne.symm hb]
  · simp

/-- `S = 2P - 1` preserves the squared length of every state. -/
theorem reflection_norm (x : A × Fin 4 → ℝ) :
    (reflection A *ᵥ x) ⬝ᵥ (reflection A *ᵥ x) = x ⬝ᵥ x := by
  have hT : (atomProj A)ᵀ = atomProj A := by
    ext p q
    have h : q.1 = p.1 ↔ p.1 = q.1 := eq_comm
    simp only [transpose_apply, atomProj_apply, h]
  have hP : atomProj A * atomProj A = atomProj A := by
    ext p q
    simp only [Matrix.mul_apply, atomProj_apply, Fintype.sum_prod_type]
    rw [Finset.sum_eq_single p.1]
    · by_cases h : p.1 = q.1 <;> simp [h]
    · intro b _ hb
      simp [Ne.symm hb]
    · simp
  have h : (atomProj A *ᵥ x) ⬝ᵥ (atomProj A *ᵥ x) = (atomProj A *ᵥ x) ⬝ᵥ x := by
    rw [Matrix.dotProduct_mulVec, ← mulVec_transpose, hT, mulVec_mulVec, hP]
  simp only [reflection, sub_mulVec, smul_mulVec, one_mulVec, sub_dotProduct, dotProduct_sub,
    smul_dotProduct, dotProduct_smul, smul_eq_mul, h]
  rw [dotProduct_comm x (atomProj A *ᵥ x)]
  ring

/-- `T` puts on each hybrid the amplitude of its partner, and for an involutive
pairing it preserves the squared length. -/
theorem bond_action (σ : A × Fin 4 → A × Fin 4) (x : A × Fin 4 → ℝ) :
    (bondMatrix σ *ᵥ x = fun p => x (σ p)) ∧
    (Function.Involutive σ → (bondMatrix σ *ᵥ x) ⬝ᵥ (bondMatrix σ *ᵥ x) = x ⬝ᵥ x) := by
  have h : bondMatrix σ *ᵥ x = fun p => x (σ p) := by
    ext p
    simp [bondMatrix, mulVec, dotProduct]
  refine ⟨h, fun hσ => ?_⟩
  rw [h]
  exact Equiv.sum_comp hσ.toPerm fun p => x p * x p

/-- The overlap of two real states of equal squared length `r` is at most `r` in size. -/
theorem abs_dot_le {n : Type*} [Fintype n] {u v : n → ℝ} {r : ℝ}
    (hu : u ⬝ᵥ u = r) (hv : v ⬝ᵥ v = r) : |u ⬝ᵥ v| ≤ r := by
  have h1 : 0 ≤ (u + v) ⬝ᵥ (u + v) := Finset.sum_nonneg fun i _ => mul_self_nonneg _
  have h2 : 0 ≤ (u - v) ⬝ᵥ (u - v) := Finset.sum_nonneg fun i _ => mul_self_nonneg _
  simp only [add_dotProduct, dotProduct_add, sub_dotProduct, dotProduct_sub] at h1 h2
  rw [dotProduct_comm v u] at h1 h2
  exact abs_le.2 ⟨by linarith, by linarith⟩

/-- For an involutive pairing the Hamiltonian is Hermitian. -/
theorem hamiltonian_isHermitian (V1 V2 : ℝ) {σ : A × Fin 4 → A × Fin 4}
    (hσ : Function.Involutive σ) : (hamiltonian V1 V2 σ).IsHermitian := by
  refine IsHermitian.ext fun p q => ?_
  have h1 : σ q = p ↔ σ p = q := ⟨fun h => by rw [← h, hσ q], fun h => by rw [← h, hσ p]⟩
  have h2 : q = p ↔ p = q := eq_comm
  have h3 : q.1 = p.1 ↔ p.1 = q.1 := eq_comm
  simp only [hamiltonian, bondMatrix, Matrix.add_apply, Matrix.smul_apply, Matrix.sub_apply,
    atomProj_apply, Matrix.one_apply, Matrix.of_apply, star_trivial, h1, h2, h3]

/-- For an involutive pairing every eigenvalue `E` satisfies
`|V2| - 2|V1| ≤ |E - V1| ≤ |V2| + 2|V1|`. -/
theorem spectrum_bounds {V1 V2 E : ℝ} {σ : A × Fin 4 → A × Fin 4}
    (hσ : Function.Involutive σ) {x : A × Fin 4 → ℝ} (hx : x ≠ 0)
    (hE : hamiltonian V1 V2 σ *ᵥ x = E • x) :
    |V2| - 2 * |V1| ≤ |E - V1| ∧ |E - V1| ≤ |V2| + 2 * |V1| := by
  have hH : hamiltonian V1 V2 σ = V1 • (1 : Matrix _ _ ℝ) + (2 * V1) • reflection A
      + V2 • bondMatrix σ := by
    simp only [hamiltonian, reflection]
    module
  have key : ∀ w, (E - V1) * (w ⬝ᵥ x)
      = 2 * V1 * (w ⬝ᵥ reflection A *ᵥ x) + V2 * (w ⬝ᵥ bondMatrix σ *ᵥ x) := by
    intro w
    have := congrArg (fun z => w ⬝ᵥ z) hE
    simp only [hH, add_mulVec, smul_mulVec, one_mulVec, dotProduct_add, dotProduct_smul,
      smul_eq_mul] at this
    linarith
  have hr : 0 < x ⬝ᵥ x := lt_of_le_of_ne (Finset.sum_nonneg fun i _ => mul_self_nonneg _)
    fun h => hx (dotProduct_self_eq_zero.1 h.symm)
  have aux : ∀ r p q s b c : ℝ, 0 < r → |b| ≤ r → |c| ≤ r → p * r = q * b + s * c →
      |p| ≤ |q| + |s| := by
    intro r p q s b c hr hb hc h
    refine le_of_mul_le_mul_right ?_ hr
    calc |p| * r = |q * b + s * c| := by rw [← h, abs_mul, abs_of_pos hr]
      _ ≤ |q * b| + |s * c| := abs_add_le _ _
      _ = |q| * |b| + |s| * |c| := by rw [abs_mul, abs_mul]
      _ ≤ |q| * r + |s| * r := by gcongr
      _ = (|q| + |s|) * r := by ring
  have hS := reflection_norm x
  have hT := (bond_action σ x).2 hσ
  -- project the eigenvalue equation on `T x` and on `x`
  have k1 := key (bondMatrix σ *ᵥ x)
  rw [hT] at k1
  have h1 := aux _ V2 (E - V1) (-(2 * V1)) _ _ hr (abs_dot_le hT rfl) (abs_dot_le hT hS)
    (by linarith)
  have h2 := aux _ (E - V1) (2 * V1) V2 _ _ hr (abs_dot_le rfl hS) (abs_dot_le rfl hT) (key x)
  rw [abs_neg, abs_mul, abs_two] at h1
  rw [abs_mul, abs_two] at h2
  exact ⟨by linarith, by linarith⟩

/-- If `s x·(M - μ)x > 0` for all nonzero states obeying `m` linear constraints, the dimension
is at most `m` plus the number of eigenvalues `e` with `s (e - μ) > 0`. -/
theorem card_le_count {n m : Type*} [Fintype n] [DecidableEq n] [Fintype m]
    {M : Matrix n n ℝ} (hM : M.IsHermitian) (μ s : ℝ) (C : (n → ℝ) →ₗ[ℝ] (m → ℝ))
    (h : ∀ x, x ≠ 0 → C x = 0 → 0 < s * (x ⬝ᵥ M *ᵥ x - μ * (x ⬝ᵥ x))) :
    Fintype.card n ≤ Fintype.card m
      + (Finset.univ.filter fun k => 0 < s * (hM.eigenvalues k - μ)).card := by
  obtain ⟨U, hU, hD⟩ : ∃ U : Matrix n n ℝ,
      U * Uᵀ = 1 ∧ M * U = U * diagonal hM.eigenvalues := by
    refine ⟨hM.eigenvectorUnitary, ?_, ?_⟩
    · have := Matrix.mem_unitaryGroup_iff.1 hM.eigenvectorUnitary.2
      rwa [star_eq_conjTranspose, conjTranspose_eq_transpose_of_trivial] at this
    · ext i j
      have := congrFun (hM.mulVec_eigenvectorBasis j) i
      rw [mul_diagonal]
      exact this.trans (mul_comm _ _)
  let Φ := C.prod (LinearMap.pi fun k : {k // 0 < s * (hM.eigenvalues k - μ)} =>
    (LinearMap.proj (R := ℝ) (φ := fun _ : n => ℝ) k.1).comp (Matrix.mulVecLin Uᵀ))
  have hΦ : Function.Injective Φ := by
    rw [injective_iff_map_eq_zero]
    intro x hx
    by_contra hx0
    have hpos := h x hx0 (congrArg Prod.fst hx)
    have hy : ∀ k, 0 < s * (hM.eigenvalues k - μ) → (Uᵀ *ᵥ x) k = 0 :=
      fun k hk => congrFun (congrArg Prod.snd hx) ⟨k, hk⟩
    -- expand `x` in eigenvectors, with components `y`
    obtain ⟨y, hyx⟩ : ∃ y, y = Uᵀ *ᵥ x := ⟨_, rfl⟩
    have hxy : U *ᵥ y = x := by rw [hyx, mulVec_mulVec, hU, one_mulVec]
    have hdot : ∀ z, x ⬝ᵥ U *ᵥ z = y ⬝ᵥ z := fun z => by
      rw [Matrix.dotProduct_mulVec, ← mulVec_transpose, hyx]
    have e1 : x ⬝ᵥ x = y ⬝ᵥ y := by rw [← hdot, hxy]
    have e2 : x ⬝ᵥ M *ᵥ x = y ⬝ᵥ diagonal hM.eigenvalues *ᵥ y := by
      rw [← hdot, mulVec_mulVec, ← hD, ← mulVec_mulVec, hxy]
    rw [e1, e2] at hpos
    simp only [dotProduct, mulVec_diagonal, Finset.mul_sum, ← Finset.sum_sub_distrib] at hpos
    refine absurd hpos (not_lt_of_ge (Finset.sum_nonpos fun k _ => ?_))
    rw [← hyx] at hy
    by_cases hk : 0 < s * (hM.eigenvalues k - μ)
    · simp [hy k hk]
    · nlinarith [mul_nonneg (neg_nonneg.2 (not_lt.1 hk)) (mul_self_nonneg (y k))]
  simpa [Module.finrank_prod, Fintype.card_subtype] using
    LinearMap.finrank_le_finrank_of_injective hΦ

/-- Weaire-Thorpe gap: for a fixed-point-free involutive pairing and `|V2| > 2|V1|`, every
eigenvalue has `|E - V1| ≥ |V2| - 2|V1|`, and exactly half of the eigenvalues, counted with
multiplicity, lie below `V1`. -/
theorem weaire_thorpe_gap {V1 V2 : ℝ} {σ : A × Fin 4 → A × Fin 4}
    (hσ : Function.Involutive σ) (hfix : ∀ p, σ p ≠ p) (hV : 2 * |V1| < |V2|) :
    (∀ E x, x ≠ 0 → hamiltonian V1 V2 σ *ᵥ x = E • x → |V2| - 2 * |V1| ≤ |E - V1|) ∧
    2 * (Finset.univ.filter fun k => (hamiltonian_isHermitian V1 V2 hσ).eigenvalues k < V1).card
      = Fintype.card (A × Fin 4) := by
  refine ⟨fun E x hx hE => (spectrum_bounds hσ hx hE).1, ?_⟩
  -- choose one hybrid from each bond
  obtain ⟨L, hL, hcard⟩ : ∃ L : Finset (A × Fin 4),
      (∀ p, p ∈ L ∨ σ p ∈ L) ∧ L.card ≤ Lᶜ.card := by
    let e := Fintype.equivFin (A × Fin 4)
    refine ⟨Finset.univ.filter fun p => e p < e (σ p), fun p => ?_, ?_⟩
    · simp only [Finset.mem_filter, Finset.mem_univ, true_and, hσ p]
      exact lt_or_gt_of_ne fun h => hfix p (e.injective h).symm
    · refine Finset.card_le_card_of_injOn σ (fun p hp => ?_) hσ.injective.injOn
      have hp' : e p < e (σ p) := by simpa using hp
      simpa [hσ p] using hp'.le
  have hH : hamiltonian V1 V2 σ = V1 • (1 : Matrix _ _ ℝ) + (2 * V1) • reflection A
      + V2 • bondMatrix σ := by
    simp only [hamiltonian, reflection]
    module
  -- on the subspace `T x = ε x` the form of `H - V1` has the sign `s` of `ε V2`
  have key : ∀ s ε : ℝ, |s| = 1 → ε * ε = 1 → s * ε * V2 = |V2| →
      Fintype.card (A × Fin 4) ≤ L.card + (Finset.univ.filter fun k =>
        0 < s * ((hamiltonian_isHermitian V1 V2 hσ).eigenvalues k - V1)).card := by
    intro s ε hs hε hse
    rw [← Fintype.card_coe L]
    refine card_le_count _ V1 s (LinearMap.pi fun p : L =>
      LinearMap.proj (R := ℝ) (φ := fun _ => ℝ) (σ p.1)
        - ε • LinearMap.proj (R := ℝ) (φ := fun _ => ℝ) p.1) fun x hx hC => ?_
    have hC' : ∀ p ∈ L, x (σ p) - ε * x p = 0 := fun p hp => congrFun hC ⟨p, hp⟩
    have hT : bondMatrix σ *ᵥ x = ε • x := by
      rw [(bond_action σ x).1]
      ext p
      show x (σ p) = ε * x p
      rcases hL p with h | h
      · linarith [hC' p h]
      · have := hC' _ h
        rw [hσ p] at this
        linear_combination (-ε) * this - x (σ p) * hε
    have hr : 0 < x ⬝ᵥ x := lt_of_le_of_ne (Finset.sum_nonneg fun i _ => mul_self_nonneg _)
      fun h => hx (dotProduct_self_eq_zero.1 h.symm)
    have ha := abs_dot_le rfl (reflection_norm x)
    have hb : |s * (2 * V1 * (x ⬝ᵥ reflection A *ᵥ x))| ≤ 2 * |V1| * (x ⬝ᵥ x) := by
      rw [abs_mul, hs, one_mul, abs_mul, abs_mul, abs_two]
      gcongr
    have hq : s * (x ⬝ᵥ hamiltonian V1 V2 σ *ᵥ x - V1 * (x ⬝ᵥ x))
        = |V2| * (x ⬝ᵥ x) + s * (2 * V1 * (x ⬝ᵥ reflection A *ᵥ x)) := by
      simp only [hH, add_mulVec, smul_mulVec, one_mulVec, hT, dotProduct_add, dotProduct_smul,
        smul_eq_mul]
      linear_combination (x ⬝ᵥ x) * hse
    rw [hq]
    linarith [(abs_le.1 hb).1, mul_pos (sub_pos.2 hV) hr]
  obtain ⟨t, ht, htV⟩ : ∃ t : ℝ, t * t = 1 ∧ t * V2 = |V2| := by
    rcases abs_cases V2 with h | h
    · exact ⟨1, by ring, by linarith [h.1]⟩
    · exact ⟨-1, by ring, by linarith [h.1]⟩
  have k1 := key 1 t (by simp) ht (by linarith)
  have k2 := key (-1) (-t) (by simp) (by linarith) (by linarith)
  generalize (hamiltonian_isHermitian V1 V2 hσ).eigenvalues = ev at k1 k2 ⊢
  have c1 : (Finset.univ.filter fun k => 0 < 1 * (ev k - V1)).card
      ≤ (Finset.univ.filter fun k => ev k < V1)ᶜ.card :=
    Finset.card_le_card fun k hk => by
      have : 0 < 1 * (ev k - V1) := (Finset.mem_filter.1 hk).2
      exact Finset.mem_compl.2 fun h => by linarith [(Finset.mem_filter.1 h).2]
  have c2 : (Finset.univ.filter fun k => 0 < -1 * (ev k - V1)).card
      ≤ (Finset.univ.filter fun k => ev k < V1).card :=
    Finset.card_le_card fun k hk =>
      Finset.mem_filter.2 ⟨Finset.mem_univ _, by linarith [(Finset.mem_filter.1 hk).2]⟩
  have c3 := Finset.card_add_card_compl L
  have c4 := Finset.card_add_card_compl (Finset.univ.filter fun k => ev k < V1)
  omega

/-- The uniform state is an eigenstate with `E = 3 V1 + V2`; if `V1 V2 ≤ 0` and
`2|V1| ≤ |V2|`, this `E` has `|E - V1| = |V2| - 2|V1|`. -/
theorem gap_edge_attained [Nonempty A] (V1 V2 : ℝ) (σ : A × Fin 4 → A × Fin 4) :
    (1 : A × Fin 4 → ℝ) ≠ 0 ∧
    hamiltonian V1 V2 σ *ᵥ 1 = (3 * V1 + V2) • (1 : A × Fin 4 → ℝ) ∧
    (V1 * V2 ≤ 0 → 2 * |V1| ≤ |V2| → |3 * V1 + V2 - V1| = |V2| - 2 * |V1|) := by
  refine ⟨one_ne_zero, ?_, fun h0 hV => ?_⟩
  · have hP : atomProj A *ᵥ 1 = 1 := by
      ext p
      simp only [mulVec, dotProduct, atomProj_apply, Fintype.sum_prod_type, Pi.one_apply]
      rw [Finset.sum_eq_single p.1]
      · simp
      · intro b _ hb
        simp [Ne.symm hb]
      · simp
    have hT : bondMatrix σ *ᵥ 1 = 1 := (bond_action σ 1).1
    simp only [hamiltonian, add_mulVec, sub_mulVec, smul_mulVec, one_mulVec, hP, hT]
    module
  · have h : |V1| * |V2| = -(V1 * V2) := by rw [← abs_mul, abs_of_nonpos h0]
    rw [← sq_eq_sq₀ (abs_nonneg _) (by linarith), sq_abs]
    linear_combination 4 * h - sq_abs V2 - 4 * sq_abs V1

/-- Five atoms labelled modulo 5: hybrid `i` of atom `a` is paired with hybrid `3 - i` of
atom `a + i + 1`. -/
def fiveAtomBond (p : Fin 5 × Fin 4) : Fin 5 × Fin 4 := (p.1 + p.2.succ, p.2.rev)

/-- The five-atom pairing is an involution without fixed points that always links
different atoms. -/
theorem bond_witness : Function.Involutive fiveAtomBond ∧ (∀ p, fiveAtomBond p ≠ p) ∧
    ∀ p, (fiveAtomBond p).1 ≠ p.1 := by
  refine ⟨?_, ?_, ?_⟩ <;> rintro ⟨a, i⟩ <;> revert a i <;> decide

end

end WeaireThorpe
```

```lean
#print axioms WeaireThorpe.weaire_thorpe_gap
#print axioms WeaireThorpe.gap_edge_attained
```

```
'WeaireThorpe.weaire_thorpe_gap' depends on axioms: [propext, Classical.choice, Quot.sound]
'WeaireThorpe.gap_edge_attained' depends on axioms: [propext, Classical.choice, Quot.sound]
```

## Notes on the proof

`atomProj_apply` gives the elements of $P$, from which `reflection_norm` obtains symmetry (`hT`) and idempotence (`hP`). `bond_action` gives $(Tx)_p=x_{\sigma p}$ and preserves the length by reindexing the sum with `Equiv.sum_comp`. `abs_dot_le` is the overlap bound, and `hamiltonian_isHermitian` makes the eigenvalue list available.

In `spectrum_bounds`, `hH` is the splitting of $H$, checked by `module`, and `key` is the eigenvalue equation dotted with any `w`. The inequality `aux` divides out $r$; `h1` applies it with $w=Tx$ and `h2` with $w=x$.

In `card_le_count`, `U` holds the eigenvectors as columns, `e1` and `e2` rewrite both quadratic forms in the components `y`, and `nlinarith` shows each term outside $K$ to be nonpositive. The reusable technique is `Φ`: the constraints `C` and the selected components are packed with `C.prod` and `LinearMap.pi` into one linear map, and `LinearMap.finrank_le_finrank_of_injective` turns its injectivity into the count. No intersection of subspaces has to be handled.

In `weaire_thorpe_gap`, `Fintype.equivFin` supplies the numbering that defines `L`. The local `hT` extends the constraints from `L` to all hybrids, `hq` and `hb` are the displayed estimate, and `t` is a sign with `t * V2 = |V2|`. Then `k1` and `k2` are the cases $(s,\varepsilon)=(1,t)$ and $(-1,-t)$, and `omega` closes the arithmetic with `hcard`. The count does not use `spectrum_bounds`. The last clause of `gap_edge_attained` compares squares, using $|V_1||V_2|=-V_1V_2$, and `bond_witness` is `decide` over twenty hybrids.

In a program for this model, $Tx$ is the array $x$ indexed by the partner list, and $Px$ replaces the four amplitudes of each atom by their mean. The hypotheses on $\sigma$ are two tests on that list, and with $|V_2|>2|V_1|$ a diagonalisation must return $2\,\#A$ levels below $V_1$.
